# Mixing exact and local exchange puts a fractional electron in a frozen hydrogen 1s orbital below the straight line exactly when the exact fraction is less than 1

With the hydrogen 1s orbital frozen, half an electron comes out below the average of $E(0)$ and $E(1)$ for every fraction $a<1$ of exact exchange that I try. This is the error that makes stretched H₂⁺ too stable, with half an electron on each proton. But the self-interaction left over by local exchange also shifts $E(1)$, the end of the line I compare with. Couldn't the two errors balance at some $a$ below 1, at least for one value of the charge? And would tuning $a$ on the slope at $q=1$ find that value?

## The fraction $a$ only scales the deviation

No such balance exists: in this frozen-orbital model, $E(q)$ lies strictly below the line at every $0<q<1$ if and only if $a<1$, and the slope condition selects $a=1$. The reason is that $a$ enters the deviation only through an overall factor $1-a$, and what this factor multiplies is negative at every $0<q<1$.

Let $q$ be the number of electrons in the orbital (often written $N$ or $f$), not an ionic charge. In atomic units the density is $qn$ with $n(r)=e^{-2r}/\pi$. The one-electron energy is $-q/2$, the Hartree energy is $5q^2/16$, and exact exchange is $-5q^2/16$, which cancels the Hartree energy because all the charge is in one spin orbital. The fully spin-polarized local exchange energy of $n$ is $-L$, where

$$L=\tfrac32\Big(\tfrac{3}{4\pi}\Big)^{1/3}\int_0^\infty 4\pi r^2 n^{4/3}\,dr .$$

The integrand is $4\pi\,\pi^{-4/3}r^2e^{-8r/3}$, and $\int_0^\infty r^2e^{-8r/3}dr=2/(8/3)^3=27/256$. With $(3/4\pi)^{1/3}=\tfrac12\,6^{1/3}\pi^{-1/3}$ this gives

$$L=\tfrac{81}{256}\,6^{1/3}\pi^{-2/3}\approx0.268 .$$

Since $(qn)^{4/3}=q^{4/3}n^{4/3}$, local exchange at charge $q$ is $-Lq^{4/3}$. Weighting exact exchange by $a$ and local exchange by $1-a$,

$$E(q)=-\tfrac q2+(1-a)\Big(\tfrac{5q^2}{16}-Lq^{4/3}\Big).$$

Here $E(0)=0$ and $E(1)=-\tfrac12+(1-a)(\tfrac5{16}-L)$. Subtracting the line gives

$$E(q)-(1-q)E(0)-qE(1)=(1-a)\Big[\tfrac5{16}(q^2-q)+L(q-q^{4/3})\Big].$$

For $0<q<1$ we have $q^{4/3}\ge q^2$, so the bracket is at most $-(\tfrac5{16}-L)\,q(1-q)$. This is negative once $L<5/16$. To see that, put $x=6^{1/3}\pi^{-2/3}$. Then $x^3=6/\pi^2<2/3<0.9^3$, so $L<\tfrac{81}{256}\cdot0.9<\tfrac5{16}$. The deviation is therefore negative exactly when $1-a>0$.

At $q=\tfrac12$ the formula becomes

$$E(\tfrac12)-\tfrac12E(1)=(1-a)\Big(L(\tfrac12-2^{-4/3})-\tfrac5{64}\Big),$$

about $-0.050$ hartree for $a=0$.

The tuning condition is that the slope at $q=1$ equals $E(1)-E(0)$, which is minus the ionization energy in this model. Differentiation gives $E'(1)=-\tfrac12+(1-a)(\tfrac58-\tfrac43L)$. Hence

$$E'(1)-[E(1)-E(0)]=(1-a)\Big(\tfrac5{16}-\tfrac L3\Big).$$

The last factor is positive, so the condition holds only at $a=1$. In that limiting case Hartree and exchange energies cancel at every $q$, and $E(q)=-q/2$ is the straight line itself.

## What the Lean statements say

`density` is $n$, and `localExchange` is the exchange functional of a spherical, fully polarized density, with the radial integral taken over `Ioi 0`, that is $r>0$. `energy a q` is the sum of the four energy terms; its local exchange part is evaluated on the density $qn$, and the closed form is a theorem, `energy_eq`, for $q\ge0$. The fraction `a` may be any real number.

`below_chord_iff` is the equivalence for each $0<q<1$, `midpoint_deviation` gives the half-electron formula and its sign, and `tuning_iff` is the slope condition. The derivative is two-sided, so it continues the same formula just above $q=1$, where one spin orbital can hold no more charge; the slope from below has the same value.

The coefficients $-1/2$ and $5/16$ are put in as known 1s values, not derived from integrals, and there is no correlation functional. Orbital relaxation is left out as well: a self-consistent orbital generally changes with $q$ and $a$. For electronic structure, the result shows delocalization error and its link to tuning in a one-electron, frozen-orbital model with a global fraction $a$; range-separation parameters, which are often the tuned quantity, do not appear.

```lean
import Mathlib

open Real MeasureTheory Set

namespace HydrogenFractionalCharge

noncomputable section

/-- The hydrogen 1s density `exp(-2r)/π` in atomic units. -/
def density (r : ℝ) : ℝ := Real.exp (-2 * r) / π

/-- The local exchange energy of a fully spin-polarized, spherically symmetric density `n`. -/
def localExchange (n : ℝ → ℝ) : ℝ :=
  -(3 / 2 * (3 / (4 * π)) ^ (1 / 3 : ℝ) *
    ∫ r in Ioi (0 : ℝ), 4 * π * r ^ 2 * (n r) ^ (4 / 3 : ℝ))

/-- The constant `L = (81/256) 6^(1/3) π^(-2/3)`. -/
def L : ℝ := 81 / 256 * (6 : ℝ) ^ (1 / 3 : ℝ) * π ^ (-(2 / 3) : ℝ)

/-- The energy of charge `q` in the frozen 1s orbital for a hybrid with fraction `a` of exact
exchange: one-electron energy `-q/2`, Hartree energy `5q²/16`, exact exchange `-5q²/16` with
weight `a`, and local exchange of the density `q n` with weight `1 - a`. -/
def energy (a q : ℝ) : ℝ :=
  -q / 2 + 5 / 16 * q ^ 2 + a * (-(5 / 16 * q ^ 2))
    + (1 - a) * localExchange (fun r => q * density r)

/-- The radial integral of `r² exp(-8r/3)` over `r > 0` is `27/256`. -/
theorem integral_sq_mul_exp :
    ∫ r in Ioi (0 : ℝ), r ^ 2 * Real.exp (-(8 / 3 * r)) = 27 / 256 := by
  have hG : Real.Gamma 3 = 2 := by
    rw [show (3 : ℝ) = ((2 : ℕ) : ℝ) + 1 by norm_num, Real.Gamma_nat_eq_factorial]
    norm_num [Nat.factorial]
  have h := Real.integral_rpow_mul_exp_neg_mul_Ioi (a := 3) (r := 8 / 3)
    (by norm_num) (by norm_num)
  rw [hG, show (3 : ℝ) - 1 = ((2 : ℕ) : ℝ) by norm_num] at h
  simp only [Real.rpow_natCast] at h
  rw [h]
  norm_num

/-- The local exchange energy of the hydrogen 1s density is `-L`. -/
theorem localExchange_density : localExchange density = -L := by
  have hn : ∀ r : ℝ, 4 * π * r ^ 2 * (density r) ^ (4 / 3 : ℝ)
      = (4 * π * π ^ (-(4 / 3) : ℝ)) * (r ^ 2 * Real.exp (-(8 / 3 * r))) := by
    intro r
    unfold density
    rw [Real.div_rpow (Real.exp_pos _).le pi_pos.le, ← Real.exp_mul,
      Real.rpow_neg pi_pos.le, show -2 * r * (4 / 3) = -(8 / 3 * r) by ring]
    ring
  -- collect the powers of π and of the numerical prefactor
  have h1 : (3 / (4 * π)) ^ (1 / 3 : ℝ)
      = (6 : ℝ) ^ (1 / 3 : ℝ) * (1 / 2) * π ^ (-(1 / 3) : ℝ) := by
    have h8 : ((1 / 8 : ℝ)) ^ (1 / 3 : ℝ) = 1 / 2 := by
      rw [show (1 / 8 : ℝ) = (1 / 2) ^ ((3 : ℕ) : ℝ) by rw [Real.rpow_natCast]; norm_num,
        ← Real.rpow_mul (by norm_num),
        show ((3 : ℕ) : ℝ) * (1 / 3) = 1 by norm_num, Real.rpow_one]
    rw [show 3 / (4 * π) = 6 * (1 / 8) * π⁻¹ by ring,
      Real.mul_rpow (by norm_num) (inv_nonneg.mpr pi_pos.le),
      Real.mul_rpow (by norm_num) (by norm_num), h8,
      Real.inv_rpow pi_pos.le, Real.rpow_neg pi_pos.le]
  have h2 : π ^ (-(1 / 3) : ℝ) * (π ^ (1 : ℝ) * π ^ (-(4 / 3) : ℝ)) = π ^ (-(2 / 3) : ℝ) := by
    rw [← Real.rpow_add pi_pos, ← Real.rpow_add pi_pos]
    norm_num
  rw [Real.rpow_one] at h2
  unfold localExchange L
  simp_rw [hn]
  rw [integral_const_mul, integral_sq_mul_exp, h1]
  linear_combination (-(81 / 256) * (6 : ℝ) ^ (1 / 3 : ℝ)) * h2

/-- Multiplying a nonnegative density by `q ≥ 0` multiplies its local exchange energy by
`q^(4/3)`. -/
theorem localExchange_scale {n : ℝ → ℝ} (hn : ∀ r, 0 ≤ n r) {q : ℝ} (hq : 0 ≤ q) :
    localExchange (fun r => q * n r) = q ^ (4 / 3 : ℝ) * localExchange n := by
  have h : ∀ r : ℝ, 4 * π * r ^ 2 * (q * n r) ^ (4 / 3 : ℝ)
      = q ^ (4 / 3 : ℝ) * (4 * π * r ^ 2 * (n r) ^ (4 / 3 : ℝ)) := by
    intro r
    rw [Real.mul_rpow hq (hn r)]
    ring
  unfold localExchange
  simp_rw [h]
  rw [integral_const_mul]
  ring

/-- For charge `q ≥ 0` the hybrid energy is `-q/2 + (1-a)(5q²/16 - L q^(4/3))`. -/
theorem energy_eq (a : ℝ) {q : ℝ} (hq : 0 ≤ q) :
    energy a q = -q / 2 + (1 - a) * (5 * q ^ 2 / 16 - L * q ^ (4 / 3 : ℝ)) := by
  have hn : ∀ r, 0 ≤ density r := fun r => div_nonneg (Real.exp_pos _).le pi_pos.le
  unfold energy
  rw [localExchange_scale hn hq, localExchange_density]
  ring

/-- The constant `L` is smaller than `5/16`, the Hartree energy of the full 1s density. -/
theorem L_lt : L < 5 / 16 := by
  have h6 : ((6 : ℝ) ^ (1 / 3 : ℝ)) ^ 3 = 6 := by
    rw [← Real.rpow_natCast, ← Real.rpow_mul (by norm_num),
      show (1 / 3 : ℝ) * ((3 : ℕ) : ℝ) = 1 by norm_num, Real.rpow_one]
  have hp : (π ^ (-(2 / 3) : ℝ)) ^ 3 = (π ^ 2)⁻¹ := by
    rw [← Real.rpow_natCast, ← Real.rpow_mul pi_pos.le,
      show (-(2 / 3) : ℝ) * ((3 : ℕ) : ℝ) = -((2 : ℕ) : ℝ) by norm_num,
      Real.rpow_neg pi_pos.le, Real.rpow_natCast]
  have hx : ((6 : ℝ) ^ (1 / 3 : ℝ) * π ^ (-(2 / 3) : ℝ)) ^ 3 * π ^ 2 = 6 := by
    rw [mul_pow, h6, hp, mul_assoc, inv_mul_cancel₀ (pow_ne_zero 2 pi_pos.ne'), mul_one]
  have h9 : 9 < π ^ 2 := by nlinarith [pi_gt_three]
  -- the cube of 9/10 is already too large
  have hlt : (6 : ℝ) ^ (1 / 3 : ℝ) * π ^ (-(2 / 3) : ℝ) < 9 / 10 := by
    by_contra hc
    have h3 := pow_le_pow_left₀ (by norm_num : (0 : ℝ) ≤ 9 / 10) (not_lt.mp hc) 3
    have h4 := mul_le_mul_of_nonneg_right h3 (sq_nonneg π)
    rw [hx] at h4
    linarith
  unfold L
  linarith

/-- At every fractional charge `0 < q < 1` the hybrid energy lies strictly below the straight
line between the integer charges 0 and 1 if and only if `a < 1`. -/
theorem below_chord_iff (a : ℝ) {q : ℝ} (h0 : 0 < q) (h1 : q < 1) :
    energy a q < (1 - q) * energy a 0 + q * energy a 1 ↔ a < 1 := by
  have hpow : q ^ 2 ≤ q ^ (4 / 3 : ℝ) := by
    have h := Real.rpow_le_rpow_of_exponent_ge h0 h1.le
      (show (4 / 3 : ℝ) ≤ ((2 : ℕ) : ℝ) by norm_num)
    rwa [Real.rpow_natCast] at h
  have hL0 : 0 < L := by unfold L; positivity
  -- the deviation is (1 - a) times a negative number
  have hK : 5 / 16 * (q ^ 2 - q) + L * (q - q ^ (4 / 3 : ℝ)) < 0 := by
    have e1 := mul_le_mul_of_nonneg_left hpow hL0.le
    have e2 := mul_pos (sub_pos.mpr L_lt) (mul_pos h0 (sub_pos.mpr h1))
    linarith
  have hD : energy a q - ((1 - q) * energy a 0 + q * energy a 1)
      = (1 - a) * (5 / 16 * (q ^ 2 - q) + L * (q - q ^ (4 / 3 : ℝ))) := by
    rw [energy_eq a h0.le, energy_eq a le_rfl, energy_eq a zero_le_one,
      Real.zero_rpow (by norm_num), Real.one_rpow]
    ring
  rw [← sub_neg, hD]
  constructor
  · intro h
    by_contra hc
    have := mul_nonneg_of_nonpos_of_nonpos (sub_nonpos.mpr (not_lt.mp hc)) hK.le
    linarith
  · intro h
    exact mul_neg_of_pos_of_neg (sub_pos.mpr h) hK

/-- The deviation from linearity at half an electron is `(1-a)(L(1/2 - 2^(-4/3)) - 5/64)`, and it
is negative for `a < 1`. -/
theorem midpoint_deviation (a : ℝ) :
    energy a (1 / 2) - energy a 1 / 2
        = (1 - a) * (L * (1 / 2 - (2 : ℝ) ^ (-(4 / 3) : ℝ)) - 5 / 64) ∧
      (a < 1 → energy a (1 / 2) - energy a 1 / 2 < 0) := by
  constructor
  · have h : (1 / 2 : ℝ) ^ (4 / 3 : ℝ) = (2 : ℝ) ^ (-(4 / 3) : ℝ) := by
      rw [one_div, Real.inv_rpow (by norm_num), Real.rpow_neg (by norm_num)]
    rw [energy_eq a (by norm_num), energy_eq a zero_le_one, h, Real.one_rpow]
    ring
  · intro ha
    have h := (below_chord_iff a (q := 1 / 2) (by norm_num) (by norm_num)).mpr ha
    have hz : energy a 0 = 0 := by
      rw [energy_eq a le_rfl, Real.zero_rpow (by norm_num)]
      ring
    rw [hz] at h
    linarith

/-- The slope of the hybrid energy at `q = 1` is `-1/2 + (1-a)(5/8 - 4L/3)`. -/
theorem hasDerivAt_energy_one (a : ℝ) :
    HasDerivAt (energy a) (-1 / 2 + (1 - a) * (5 / 8 - 4 / 3 * L)) 1 := by
  have hr : HasDerivAt (fun q : ℝ => q ^ (4 / 3 : ℝ)) (4 / 3) 1 := by
    have h := Real.hasDerivAt_rpow_const (x := 1) (p := 4 / 3) (Or.inl one_ne_zero)
    rwa [Real.one_rpow, mul_one] at h
  have hs : HasDerivAt (fun q : ℝ => q ^ 2) 2 1 := by
    have h := hasDerivAt_pow 2 (1 : ℝ)
    norm_num at h
    exact h
  have h := ((hasDerivAt_id' (1 : ℝ)).const_mul (-1 / 2)).fun_add
    (((hs.const_mul (5 / 16)).fun_sub (hr.const_mul L)).const_mul (1 - a))
  refine (h.congr_of_eventuallyEq ?_).congr_deriv (by ring)
  filter_upwards [lt_mem_nhds (zero_lt_one' ℝ)] with q hq
  rw [energy_eq a hq.le]
  ring

/-- The tuning condition that the slope at `q = 1` equals the energy difference `E(1) - E(0)`
holds if and only if `a = 1`. -/
theorem tuning_iff (a : ℝ) :
    deriv (energy a) 1 = energy a 1 - energy a 0 ↔ a = 1 := by
  have hL0 : 0 < L := by unfold L; positivity
  have hne : 5 / 16 - L / 3 ≠ 0 := by linarith [L_lt] |> fun h : 0 < 5 / 16 - L / 3 => h.ne'
  have hD : deriv (energy a) 1 - (energy a 1 - energy a 0) = (1 - a) * (5 / 16 - L / 3) := by
    rw [(hasDerivAt_energy_one a).deriv, energy_eq a zero_le_one, energy_eq a le_rfl,
      Real.zero_rpow (by norm_num), Real.one_rpow]
    ring
  rw [← sub_eq_zero, hD, mul_eq_zero, or_iff_left hne, sub_eq_zero, eq_comm]

end

end HydrogenFractionalCharge
```

```lean
#print axioms HydrogenFractionalCharge.localExchange_density
#print axioms HydrogenFractionalCharge.midpoint_deviation
#print axioms HydrogenFractionalCharge.tuning_iff
```

```
'HydrogenFractionalCharge.localExchange_density' depends on axioms: [propext, Classical.choice, Quot.sound]
'HydrogenFractionalCharge.midpoint_deviation' depends on axioms: [propext, Classical.choice, Quot.sound]
'HydrogenFractionalCharge.tuning_iff' depends on axioms: [propext, Classical.choice, Quot.sound]
```

## From the radial integral to the tuning condition

`integral_sq_mul_exp` obtains $27/256$ from Mathlib's Gamma-function integral with $\Gamma(3)=2$. `localExchange_density` rewrites the integrand as above (`hn`), takes the factor $\tfrac12$ out of the cube root (`h1`) and collects the powers of $\pi$ (`h2`). `localExchange_scale` pulls $q^{4/3}$ out of the integral for any nonnegative density, and `energy_eq` combines the two.

`L_lt` is the cubing argument, run by contradiction: if $x\ge 9/10$, then $x^3\pi^2=6$ conflicts with $\pi^2>9$.

In `below_chord_iff`, `hpow` is $q^2\le q^{4/3}$, `hK` is the negative bracket, and `hD` is the factorization with $1-a$. Both directions of the equivalence are then sign rules for a product. `midpoint_deviation` computes its formula from `energy_eq` and takes its sign from the chord theorem at $q=\tfrac12$, using $E(0)=0$.

`hasDerivAt_energy_one` differentiates the closed form and transfers the result to `energy a`, because the two agree near $q=1$. `tuning_iff` factors the difference between slope and energy difference, then cancels $\tfrac5{16}-\tfrac L3$, which is nonzero because $0<L<\tfrac5{16}$.
